# On a periodic ring, the screened interaction exists and is unique exactly when the dielectric function has no zero

A charge placed on one site of a ring of equivalent sites polarizes the electrons of the ring, and the induced charge polarizes them again, so the screened interaction $W$ appears on both sides of the equation that determines it. The question is when this equation has a solution, and whether the solution is the only one.

```lean
import Mathlib

open Filter Topology

namespace LatticeScreening

noncomputable section

variable {N : ℕ} [NeZero N]

/-- Convolution of two functions on a ring of `N` sites. -/
def conv (f g : ZMod N → ℂ) : ZMod N → ℂ :=
  fun x => ∑ y, f (x - y) * g y

/-- The right side `v + v * P * W` of the Dyson equation, as a map acting on `W`. -/
def dysonStep (v P W : ZMod N → ℂ) : ZMod N → ℂ :=
  v + conv v (conv P W)

/-- `W` solves the Dyson equation `W = v + v * P * W` with bare interaction `v` and
polarizability `P`. -/
def SolvesDyson (v P W : ZMod N → ℂ) : Prop :=
  W = dysonStep v P W

/-- The dielectric function `ε(q) = 1 - v(q) P(q)`. -/
def dielectric (v P : ZMod N → ℂ) (q : ZMod N) : ℂ :=
  1 - ZMod.dft v q * ZMod.dft P q

/-- The Fourier transform of a lattice convolution is the product of the transforms. -/
theorem dft_conv (f g : ZMod N → ℂ) (q : ZMod N) :
    ZMod.dft (conv f g) q = ZMod.dft f q * ZMod.dft g q := by
  simp only [ZMod.dft_apply, conv, smul_eq_mul, Finset.mul_sum]
  rw [Finset.sum_comm]
  refine Finset.sum_congr rfl fun y _ => ?_
  rw [Finset.sum_mul]
  -- shift the summation variable to the relative coordinate `x - y`
  refine Fintype.sum_equiv (Equiv.subRight y) _ _ fun x => ?_
  have hχ : (ZMod.stdAddChar (-(x * q)) : ℂ)
      = ZMod.stdAddChar (-((x - y) * q)) * ZMod.stdAddChar (-(y * q)) := by
    rw [← AddChar.map_add_eq_mul,
      show -((x - y) * q) + -(y * q) = -(x * q) by ring]
  simp only [Equiv.subRight_apply]
  rw [hχ]
  ring

/-- A lattice function is recovered at each site from its Fourier coefficients. -/
theorem fourier_inversion (F : ZMod N → ℂ) (x : ZMod N) :
    F x = (N : ℂ)⁻¹ * ∑ q, ZMod.stdAddChar (q * x) * ZMod.dft F q := by
  have h := ZMod.invDFT_apply (ZMod.dft F) x
  rw [LinearEquiv.symm_apply_apply] at h
  simpa only [smul_eq_mul] using h

/-- The Dyson equation holds on the lattice exactly when `ε(q) W(q) = v(q)` at every
wave number `q`. -/
theorem solvesDyson_iff (v P W : ZMod N → ℂ) :
    SolvesDyson v P W ↔ ∀ q, dielectric v P q * ZMod.dft W q = ZMod.dft v q := by
  unfold SolvesDyson dysonStep dielectric
  constructor
  · intro h q
    have h' := congrArg (fun F => ZMod.dft F q) h
    simp only [map_add, Pi.add_apply, dft_conv] at h'
    linear_combination h'
  · intro h
    apply LinearEquiv.injective ZMod.dft
    funext q
    have h' := h q
    simp only [map_add, Pi.add_apply, dft_conv]
    linear_combination h'

/-- If the Dyson equation has a solution `W`, then `ε(q)` is nonzero and
`W(q) = v(q) / ε(q)` at every wave number. -/
theorem dft_of_solvesDyson {v P W : ZMod N → ℂ} (hW : SolvesDyson v P W) (q : ZMod N) :
    dielectric v P q ≠ 0 ∧ ZMod.dft W q = ZMod.dft v q / dielectric v P q := by
  have h := (solvesDyson_iff v P W).1 hW q
  have hε : dielectric v P q ≠ 0 := by
    intro h0
    -- a zero of `ε` forces `v(q) = 0`, but then `ε(q) = 1`
    have hv : ZMod.dft v q = 0 := by rw [← h, h0, zero_mul]
    unfold dielectric at h0
    rw [hv] at h0
    norm_num at h0
  refine ⟨hε, ?_⟩
  rw [eq_div_iff hε]
  linear_combination h

/-- If `1 - v(q) P(q)` is nonzero for all `q`, the equation `W = v + v * P * W` has exactly
one solution, and its transform is `W(q) = v(q) / (1 - v(q) P(q))`. -/
theorem existsUnique_screened (v P : ZMod N → ℂ)
    (hε : ∀ q, 1 - ZMod.dft v q * ZMod.dft P q ≠ 0) :
    (∃! W, SolvesDyson v P W) ∧
      ∀ W, SolvesDyson v P W →
        ∀ q, ZMod.dft W q = ZMod.dft v q / (1 - ZMod.dft v q * ZMod.dft P q) := by
  refine ⟨?_, fun W hW q => (dft_of_solvesDyson hW q).2⟩
  refine ⟨ZMod.dft.symm (fun q => ZMod.dft v q / dielectric v P q), ?_, ?_⟩
  · -- existence: transform back the solution found at each wave number
    refine (solvesDyson_iff v P _).2 fun q => ?_
    rw [LinearEquiv.apply_symm_apply]
    have h : dielectric v P q ≠ 0 := hε q
    show dielectric v P q * (ZMod.dft v q / dielectric v P q) = ZMod.dft v q
    field_simp
  · -- uniqueness: the transform of any solution is fixed
    intro W hW
    apply LinearEquiv.injective ZMod.dft
    rw [LinearEquiv.apply_symm_apply]
    funext q
    exact (dft_of_solvesDyson hW q).2

/-- The Dyson equation is solvable exactly when the dielectric function has no zero. -/
theorem solvable_iff (v P : ZMod N → ℂ) :
    (∃ W, SolvesDyson v P W) ↔ ∀ q, dielectric v P q ≠ 0 :=
  ⟨fun ⟨_, hW⟩ q => (dft_of_solvesDyson hW q).1,
    fun h => (existsUnique_screened v P h).1.exists⟩

/-- The screened interaction at site `x` is the normalized Fourier sum of
`v(q) / ε(q)`. -/
theorem screened_site {v P W : ZMod N → ℂ} (hW : SolvesDyson v P W) (x : ZMod N) :
    W x = (N : ℂ)⁻¹ *
      ∑ q, ZMod.stdAddChar (q * x) * (ZMod.dft v q / dielectric v P q) := by
  rw [fourier_inversion W x]
  congr 1
  refine Finset.sum_congr rfl fun q _ => ?_
  rw [(dft_of_solvesDyson hW q).2]

/-- If the response function `χ` solves `χ = P + P * v * χ`, then `v + v * χ * v` solves
the Dyson equation for the screened interaction. -/
theorem screened_of_response {v P χ : ZMod N → ℂ} (hχ : SolvesDyson P v χ) :
    SolvesDyson v P (v + conv v (conv χ v)) := by
  refine (solvesDyson_iff v P _).2 fun q => ?_
  have h := (solvesDyson_iff P v χ).1 hχ q
  unfold dielectric at h ⊢
  simp only [map_add, Pi.add_apply, dft_conv]
  linear_combination (ZMod.dft v q) ^ 2 * h

/-- After `n` iterations of the Dyson equation from a start `W₀`, the error at wave number
`q` is the initial error times `(v(q) P(q)) ^ n`. -/
theorem iteration_error {v P W : ZMod N → ℂ} (hW : SolvesDyson v P W)
    (W₀ : ZMod N → ℂ) (n : ℕ) (q : ZMod N) :
    ZMod.dft ((dysonStep v P)^[n] W₀) q - ZMod.dft W q
      = (ZMod.dft v q * ZMod.dft P q) ^ n * (ZMod.dft W₀ q - ZMod.dft W q) := by
  have hfix := (solvesDyson_iff v P W).1 hW q
  unfold dielectric at hfix
  have hstep : ∀ F : ZMod N → ℂ, ZMod.dft (dysonStep v P F) q
      = ZMod.dft v q + ZMod.dft v q * (ZMod.dft P q * ZMod.dft F q) := by
    intro F
    simp only [dysonStep, map_add, Pi.add_apply, dft_conv]
  induction n with
  | zero => simp
  | succ n ih =>
    rw [Function.iterate_succ_apply', hstep, pow_succ]
    linear_combination (ZMod.dft v q * ZMod.dft P q) * ih - hfix

/-- If `|v(q) P(q)| < 1` for all `q`, iterating the Dyson equation from any start converges
to the screened interaction at every site. -/
theorem iteration_tendsto {v P W : ZMod N → ℂ} (hW : SolvesDyson v P W)
    (hsmall : ∀ q, ‖ZMod.dft v q * ZMod.dft P q‖ < 1) (W₀ : ZMod N → ℂ) (x : ZMod N) :
    Tendsto (fun n : ℕ => (dysonStep v P)^[n] W₀ x) atTop (𝓝 (W x)) := by
  -- convergence at each wave number
  have hq : ∀ q, Tendsto (fun n : ℕ => ZMod.dft ((dysonStep v P)^[n] W₀) q) atTop
      (𝓝 (ZMod.dft W q)) := by
    intro q
    have h := ((tendsto_pow_atTop_nhds_zero_of_norm_lt_one (hsmall q)).mul_const
      (ZMod.dft W₀ q - ZMod.dft W q)).add_const (ZMod.dft W q)
    rw [zero_mul, zero_add] at h
    refine h.congr fun n => ?_
    rw [← iteration_error hW W₀ n q]
    ring
  -- a finite Fourier sum carries it over to the sites
  have hsite : (fun n : ℕ => (dysonStep v P)^[n] W₀ x) = fun n : ℕ => (N : ℂ)⁻¹ *
      ∑ q, ZMod.stdAddChar (q * x) * ZMod.dft ((dysonStep v P)^[n] W₀) q :=
    funext fun n => fourier_inversion _ x
  rw [hsite, fourier_inversion W x]
  exact Tendsto.const_mul _ (tendsto_finsetSum _ fun q _ => (hq q).const_mul _)

end

end LatticeScreening
```

```lean
#print axioms LatticeScreening.existsUnique_screened
#print axioms LatticeScreening.solvable_iff
#print axioms LatticeScreening.screened_of_response
#print axioms LatticeScreening.iteration_tendsto
```

```
'LatticeScreening.existsUnique_screened' depends on axioms: [propext, Classical.choice, Quot.sound]
'LatticeScreening.solvable_iff' depends on axioms: [propext, Classical.choice, Quot.sound]
'LatticeScreening.screened_of_response' depends on axioms: [propext, Classical.choice, Quot.sound]
'LatticeScreening.iteration_tendsto' depends on axioms: [propext, Classical.choice, Quot.sound]
```

## The equation on the ring

The sites are labelled by $x$ in `ZMod N`, the integers modulo $N$, so the periodic boundary condition is built into the type. The assumption `[NeZero N]` means $N\ge 1$. The bare interaction $v$ and the polarizability $P$ are complex functions of one site variable, the separation between two sites. This expresses translation invariance: every site is equivalent to every other.

Put a unit test charge at site $0$. Its bare potential is $v(x)$ and the total potential is $W(x)$. The total potential induces a density $\sum_z P(y-z)W(z)$ at site $y$, and this density contributes its own bare potential:

$$W(x) = v(x) + \sum_y v(x-y)\sum_z P(y-z)\,W(z).$$

The inner and outer sums are both instances of `conv`, the lattice convolution $(f*g)(x)=\sum_y f(x-y)g(y)$. The right side, as a map acting on $W$, is `dysonStep v P`, and `SolvesDyson v P W` says that $W$ is a fixed point of this map.

In Lean, the asterisk between two functions means the pointwise product. Copying the textbook formula as `W = v + v * P * W` would therefore type-check but state $W(x)=v(x)+v(x)P(x)W(x)$ separately at each site, with no coupling between sites. The explicit `conv` is what makes the equation one about screening.

## Wave numbers and conventions

The transform `ZMod.dft` is

$$\hat f(q)=\sum_x e^{-2\pi i xq/N} f(x),\qquad f(x)=\frac1N\sum_q e^{2\pi i qx/N}\hat f(q),$$

where $q$ also runs over `ZMod N` and the phase is `ZMod.stdAddChar`. For lattice spacing $a$, the label $q$ stands for the physical wave number $2\pi q/(Na)$. The comments in the code write $v(q)$ for what is $\hat v(q)$ here.

The forward transform carries no prefactor. With the symmetric choice of $1/\sqrt N$ in both directions, the product of two transforms would acquire a factor $\sqrt N$, and the dielectric function would read $1-N\hat v\hat P$. In the convention used here it is

$$\varepsilon(q)=1-\hat v(q)\hat P(q),$$

which is `dielectric v P q`.

## What is proved, and for which model

The theorem `existsUnique_screened` assumes $1-\hat v(q)\hat P(q)\neq0$ for every $q$. It concludes that exactly one $W$ solves the Dyson equation, and that its transform is $\hat v(q)/(1-\hat v(q)\hat P(q))$. The theorem `solvable_iff` adds the converse: if any solution exists, $\varepsilon$ has no zero. `screened_site` gives the solution site by site,

$$W(x)=\frac1N\sum_q e^{2\pi i qx/N}\,\frac{\hat v(q)}{\varepsilon(q)}.$$

The condition on $\varepsilon$ has a direct physical meaning. Where $\varepsilon(q)=0$, the induced potential alone can sustain a total potential of that wave number, without any external charge. In a frequency-dependent theory this is the condition for a collective mode; in a static one it marks the onset of an instability. If $P$ is the static polarizability of non-interacting electrons, a negative $\varepsilon(q)$ lies beyond this onset: the Dyson equation has a solution there, but in the random-phase approximation the state whose response it describes is unstable.

When $P$ is the polarizability of non-interacting electrons, $W$ is the screened interaction of the random-phase approximation, the quantity that enters $GW$ and Bethe–Salpeter calculations, here for a finite ring with one orbital per site. The functions $v$ and $P$ are given, and $P$ is not derived from any band structure. There is no frequency variable, so the equation describes static screening or one fixed frequency at a time. With several orbitals per cell, or with local fields in a real crystal, $\hat v$, $\hat P$ and $\varepsilon$ become matrices at each $q$, and the scalar division used here is replaced by a matrix inverse. The values $\hat v(q)$ are finite, so a Coulomb divergence at $q=0$ has to be treated before the theorem applies. If a neutralizing background sets $\hat v(0)=0$, then $\varepsilon(0)=1$ and $\hat W(0)=0$.

## From convolution to one equation per wave number

The first step is the convolution theorem, `dft_conv`. Exchange the sums and introduce the relative coordinate $r=x-y$. Since $x=r+y$, the phase factorizes:

$$\sum_x e^{-2\pi i xq/N}\sum_y f(x-y)g(y)
=\sum_y\sum_r e^{-2\pi i rq/N}f(r)\,e^{-2\pi i yq/N}g(y)
=\hat f(q)\,\hat g(q).$$

In the code, `Finset.sum_comm` exchanges the sums. The change of variable is `Equiv.subRight y`, the bijection $x\mapsto x-y$ of the ring onto itself; periodicity ensures that no boundary terms appear. The statement `hχ` is the factorization of the phase.

Transforming the Dyson equation and using this result twice gives

$$\hat W(q)=\hat v(q)+\hat v(q)\hat P(q)\hat W(q),
\qquad\text{that is}\qquad
\varepsilon(q)\hat W(q)=\hat v(q).$$

This is `solvesDyson_iff`. It is an equivalence: if the equation holds at every $q$, the two sides of the Dyson equation have the same transform, and they agree on the lattice because the transform is injective. In both directions `linear_combination` performs the rearrangement of terms.

## Why a zero of the dielectric function excludes every solution

A singular linear system can still have solutions if its right side is suitable. That does not happen here, because $\hat v(q)$ is both the right side and a factor inside $\varepsilon(q)$. Suppose $W$ is a solution and $\varepsilon(q)=0$ for some $q$. Then

$$\hat v(q)=\varepsilon(q)\hat W(q)=0,
\qquad\text{so}\qquad
\varepsilon(q)=1-0\cdot\hat P(q)=1,$$

a contradiction. Hence $\varepsilon(q)\ne0$, and division gives $\hat W(q)=\hat v(q)/\varepsilon(q)$. The theorem `dft_of_solvesDyson` states both facts together, and its proof follows these lines.

Uniqueness is now immediate, since any two solutions have the same transform. For existence, `existsUnique_screened` takes the inverse transform of $\hat v(q)/\varepsilon(q)$ as its candidate. Multiplying by $\varepsilon(q)$ returns $\hat v(q)$, and `solvesDyson_iff` carries this back to the lattice. The formula of `screened_site` follows by inserting the quotient into `fourier_inversion`.

A ring of two sites shows what happens without the condition. Let $v(0)=0$ and $v(1)=1$, a repulsion between neighbours only, and let $P(0)=-\tfrac12$ and $P(1)=\tfrac12$, so that a potential moves charge from one site to the other. Then $\hat v(0)=1$ and $\hat v(1)=-1$, while $\hat P(0)=0$ and $\hat P(1)=-1$, so $\varepsilon(0)=1$ and $\varepsilon(1)=0$. The Dyson equation reads

$$W(0)=\tfrac12\bigl(W(0)-W(1)\bigr),\qquad
W(1)=1-\tfrac12\bigl(W(0)-W(1)\bigr).$$

Subtracting the second equation from the first gives $W(0)-W(1)=-1+W(0)-W(1)$, which is impossible. One bad wave number is enough to remove the solution on the whole ring.

## The same interaction from the response function

Linear-response calculations often produce the full density response $\chi$ first, from $\chi=P+P*v*\chi$. This is the same equation with $v$ and $P$ exchanged, which is why the hypothesis of `screened_of_response` reads `SolvesDyson P v χ`. The theorem says that $v+v*\chi*v$ then solves the equation for $W$.

At each wave number the hypothesis is $(1-\hat P\hat v)\hat\chi=\hat P$. Leaving out the argument $q$,

$$\varepsilon\,(\hat v+\hat v\hat\chi\hat v)
=\hat v-\hat v^2\hat P+\hat v^2(1-\hat v\hat P)\hat\chi
=\hat v-\hat v^2\hat P+\hat v^2\hat P=\hat v.$$

The factor $\hat v^2$ that multiplies the hypothesis is the coefficient given to `linear_combination`. Because the solution is unique, $v+v*\chi*v$ is the screened interaction itself.

## When repeated screening converges

The Dyson equation can also be iterated: start from some $W_0$ and apply `dysonStep v P` repeatedly. Let $W_n$ be the result after $n$ steps, written `(dysonStep v P)^[n] W₀` in the code. Subtracting the equation satisfied by the solution $W$ from the update rule gives

$$\hat W_{n+1}(q)-\hat W(q)=\hat v(q)\hat P(q)\,\bigl(\hat W_n(q)-\hat W(q)\bigr),$$

and induction on $n$ yields

$$\hat W_n(q)-\hat W(q)=\bigl(\hat v(q)\hat P(q)\bigr)^n\bigl(\hat W_0(q)-\hat W(q)\bigr).$$

This is `iteration_error`. In its proof, `hstep` is the transformed update rule and `hfix` is the equation for $W$; the induction step combines them with the hypothesis for $n$.

If $|\hat v(q)\hat P(q)|<1$ for every $q$, the powers tend to zero and each Fourier coefficient converges. The value at a site is a finite sum of these coefficients with fixed phases, so it converges too. That is `iteration_tendsto`, which holds for any starting function. Starting from $W_0=0$, the iterates are the partial sums of the bubble series $\hat v+\hat v\hat P\hat v+\cdots$.

The bound on $|\hat v\hat P|$ is a stronger demand than the absence of zeros in $\varepsilon$. Take a single site that exchanges electrons with a reservoir, with $v=1$ and $P=-2$, a repulsive interaction and a polarizability of the usual static sign. Then $\varepsilon=3$ and the screened interaction is $W=\tfrac13$. The iteration $W_{n+1}=1-2W_n$, started from zero, gives $0,1,-1,3,-5,\dots$ and diverges. The screened interaction is well defined and weaker than the bare one, although the series in powers of $\hat v\hat P$ does not converge to it.
